# A Kleinman-Bylander separable potential whose mean error takes both signs

The declaration `three_shells_no_sign` concerns a real potential A on three shells, diagonal with values -1, 1, 1, and its Kleinman-Bylander separable form built from the unnormalised reference state φ = (1, 1, 1). It states that ⟨φ, A φ⟩ = 1, and that the mean value of the separable potential minus the original is 2 in the state (1, 0, 0) and -2 in the state (0, 1, -1). The last vector has squared norm 2, so the normalised mean error there is -1; for the reference state, the normalised mean of A is 1/3. The proof first computes ⟨φ, A φ⟩, then uses `scaled_error_shells` to write each mean error through sums over the shells, which `norm_num` is to evaluate.

The failing Lean file:

```lean
import Mathlib

open Matrix

namespace ThreeShellsNoSign

variable {ι : Type*} [Fintype ι]

/-- The mean value `⟨x, A x⟩` of a real potential matrix `A` in the state `x`. -/
def meanValue (A : Matrix ι ι ℝ) (x : ι → ℝ) : ℝ := x ⬝ᵥ (A *ᵥ x)

/-- The Kleinman-Bylander separable potential `Aφ (Aφ)ᵀ / ⟨φ, A φ⟩`, meant for reference
states with `⟨φ, A φ⟩ ≠ 0`. -/
noncomputable def separable (A : Matrix ι ι ℝ) (φ : ι → ℝ) : Matrix ι ι ℝ :=
  (meanValue A φ)⁻¹ • vecMulVec (A *ᵥ φ) (A *ᵥ φ)

/-- The separable error: separable potential minus original potential, meant for reference
states with `⟨φ, A φ⟩ ≠ 0`. -/
noncomputable def separableError (A : Matrix ι ι ℝ) (φ : ι → ℝ) : Matrix ι ι ℝ :=
  separable A φ - A

/-- If `a = ⟨φ, A φ⟩` is nonzero, then `a` times the mean separable error in the state `x`
is `⟨x, A φ⟩² - a ⟨x, A x⟩`. -/
theorem scaled_error (A : Matrix ι ι ℝ) (φ x : ι → ℝ) (ha : meanValue A φ ≠ 0) :
    meanValue A φ * meanValue (separableError A φ) x =
      (x ⬝ᵥ (A *ᵥ φ)) ^ 2 - meanValue A φ * meanValue A x := by
  -- the separable potential projects on `Aφ`
  have hE : ∀ (c : ℝ) (u : ι → ℝ),
      (c • vecMulVec u u) *ᵥ x = (c * (u ⬝ᵥ x)) • u := by
    intro c u
    ext i
    simp only [mulVec, dotProduct, Matrix.smul_apply, vecMulVec_apply, Pi.smul_apply,
      smul_eq_mul, Finset.sum_mul, Finset.mul_sum]
    exact Finset.sum_congr rfl fun j _ => by ring
  have h : meanValue (separableError A φ) x =
      (meanValue A φ)⁻¹ * (x ⬝ᵥ (A *ᵥ φ)) ^ 2 - meanValue A x := by
    change x ⬝ᵥ (((meanValue A φ)⁻¹ • vecMulVec (A *ᵥ φ) (A *ᵥ φ) - A) *ᵥ x) =
      (meanValue A φ)⁻¹ * (x ⬝ᵥ (A *ᵥ φ)) ^ 2 - x ⬝ᵥ (A *ᵥ x)
    rw [Matrix.sub_mulVec, hE, dotProduct_sub, dotProduct_smul,
      dotProduct_comm (A *ᵥ φ) x, smul_eq_mul]
    ring
  rw [h, mul_sub, ← mul_assoc, mul_inv_cancel₀ ha, one_mul]

/-- For a potential that is diagonal in the shells, with `a = ⟨φ, A φ⟩` nonzero, `a` times the
mean separable error is a difference of products of shell sums. -/
theorem scaled_error_shells [DecidableEq ι] (v φ x : ι → ℝ)
    (ha : meanValue (diagonal v) φ ≠ 0) :
    meanValue (diagonal v) φ * meanValue (separableError (diagonal v) φ) x =
      (∑ i, v i * x i * φ i) ^ 2 - (∑ i, v i * φ i ^ 2) * ∑ i, v i * x i ^ 2 := by
  have hb : ∀ y z : ι → ℝ, y ⬝ᵥ (diagonal v *ᵥ z) = ∑ i, v i * y i * z i := by
    intro y z
    simp only [dotProduct, mulVec_diagonal]
    exact Finset.sum_congr rfl fun i _ => by ring
  have hm : ∀ y : ι → ℝ, meanValue (diagonal v) y = ∑ i, v i * y i ^ 2 := by
    intro y
    unfold meanValue
    rw [hb]
    exact Finset.sum_congr rfl fun i _ => by ring
  rw [scaled_error _ _ _ ha, hb, hm, hm]

/-- Three shells with potentials `-1, 1, 1` and reference state `(1, 1, 1)`: here
`⟨φ, A φ⟩ = 1`, and the mean separable error is `2` in the state `(1, 0, 0)` and `-2` in the
state `(0, 1, -1)`. -/
theorem three_shells_no_sign :
    meanValue (diagonal ![(-1 : ℝ), 1, 1]) ![1, 1, 1] = 1 ∧
    meanValue (separableError (diagonal ![(-1 : ℝ), 1, 1]) ![1, 1, 1]) ![1, 0, 0] = 2 ∧
    meanValue (separableError (diagonal ![(-1 : ℝ), 1, 1]) ![1, 1, 1]) ![0, 1, -1] = -2 := by
  have h1 : meanValue (diagonal ![(-1 : ℝ), 1, 1]) ![1, 1, 1] = 1 := by
    simp only [meanValue, dotProduct, mulVec_diagonal]
    norm_num [Fin.sum_univ_three]
  have h := fun x : Fin 3 → ℝ =>
    scaled_error_shells ![(-1 : ℝ), 1, 1] ![1, 1, 1] x (by rw [h1]; exact one_ne_zero)
  simp only [h1, one_mul] at h
  refine ⟨h1, ?_, ?_⟩
  · rw [h]
    norm_num [Fin.sum_univ_three]
  · rw [h]
    norm_num [Fin.sum_univ_three]

end ThreeShellsNoSign
```

The error:

```
Main.lean:68:69: error: unsolved goals
⊢ ![1, 1, 1] 2 * (![-1, 1, 1] 2 * ![1, 1, 1] 2) = 1
Main.lean:75:2: error: unsolved goals
case refine_1
h1 : meanValue (diagonal ![-1, 1, 1]) ![1, 1, 1] = 1
h :
  ∀ (x : Fin 3 → ℝ),
    meanValue (separableError (diagonal ![-1, 1, 1]) ![1, 1, 1]) x =
      (∑ i, ![-1, 1, 1] i * x i * ![1, 1, 1] i) ^ 2 -
        (∑ i, ![-1, 1, 1] i * ![1, 1, 1] i ^ 2) * ∑ i, ![-1, 1, 1] i * x i ^ 2
⊢ (-1 + ![-1, 1, 1] 2 * ![1, 0, 0] 2 * ![1, 1, 1] 2) ^ 2 -
      ![-1, 1, 1] 2 * ![1, 1, 1] 2 ^ 2 * (-1 + ![-1, 1, 1] 2 * ![1, 0, 0] 2 ^ 2) =
    2
Main.lean:77:2: error: unsolved goals
case refine_2
h1 : meanValue (diagonal ![-1, 1, 1]) ![1, 1, 1] = 1
h :
  ∀ (x : Fin 3 → ℝ),
    meanValue (separableError (diagonal ![-1, 1, 1]) ![1, 1, 1]) x =
      (∑ i, ![-1, 1, 1] i * x i * ![1, 1, 1] i) ^ 2 -
        (∑ i, ![-1, 1, 1] i * ![1, 1, 1] i ^ 2) * ∑ i, ![-1, 1, 1] i * x i ^ 2
⊢ (1 + ![-1, 1, 1] 2 * ![0, 1, -1] 2 * ![1, 1, 1] 2) ^ 2 -
      ![-1, 1, 1] 2 * ![1, 1, 1] 2 ^ 2 * (1 + ![-1, 1, 1] 2 * ![0, 1, -1] 2 ^ 2) =
    -2
```

The change, after which it compiles:

```diff
@@ -66,7 +66,9 @@
     meanValue (separableError (diagonal ![(-1 : ℝ), 1, 1]) ![1, 1, 1]) ![1, 0, 0] = 2 ∧
     meanValue (separableError (diagonal ![(-1 : ℝ), 1, 1]) ![1, 1, 1]) ![0, 1, -1] = -2 := by
+  -- the third entry of an explicit vector
+  have e2 : ∀ a b c : ℝ, (![a, b, c] : Fin 3 → ℝ) (2 : Fin 3) = c := fun _ _ _ => rfl
   have h1 : meanValue (diagonal ![(-1 : ℝ), 1, 1]) ![1, 1, 1] = 1 := by
     simp only [meanValue, dotProduct, mulVec_diagonal]
-    norm_num [Fin.sum_univ_three]
+    norm_num [Fin.sum_univ_three, e2]
   have h := fun x : Fin 3 → ℝ =>
     scaled_error_shells ![(-1 : ℝ), 1, 1] ![1, 1, 1] x (by rw [h1]; exact one_ne_zero)
@@ -74,7 +76,7 @@
   refine ⟨h1, ?_, ?_⟩
   · rw [h]
-    norm_num [Fin.sum_univ_three]
+    norm_num [Fin.sum_univ_three, e2]
   · rw [h]
-    norm_num [Fin.sum_univ_three]
+    norm_num [Fin.sum_univ_three, e2]
 
 end ThreeShellsNoSign
```

Diagnosis. All three errors have the same cause. `Fin.sum_univ_three` expands each sum over the shells into its terms at indices 0, 1 and 2. `norm_num` then evaluates the entries at 0 and 1, but leaves those at 2 as they stand, for example `![-1, 1, 1] 2`. The arithmetic therefore can't be finished, and Lean reports the remaining equations as unsolved goals. They are true: with the third entries put in, the two mean errors become (-1 + 0)² - 1 · (-1 + 0) = 2 and (1 - 1)² - 1 · (1 + 1) = -2. The messages do not show why the simplification stops at index 2.

The repair adds `e2`, which says that the entry of `![a, b, c]` at index 2 is `c`. This holds by definition, so `rfl` proves it. Each of the three `norm_num` calls now receives `e2` as a rewriting rule, replaces the remaining entries by numbers and completes the calculation.
